# The Car–Parrinello multiplier for moving orthonormal orbitals

In Car–Parrinello dynamics the orbitals are given a fictitious mass and follow a second-order equation of motion under an orthonormality constraint. Suppose that the multiplier matrix is taken to be the Hamiltonian matrix between the orbitals, as it would be for orbitals at rest. The constraint forces are then wrong as soon as the orbitals move. If the orbitals start orthonormal, with velocities that keep the overlap matrix constant to first order, the second time derivative of that matrix is initially \(2V^\dagger V\), where \(V\) holds the orbital velocities, instead of zero, and each moving orbital starts to gain norm. The correct multiplier contains a velocity term that removes this drift.

## From orthonormality to the multiplier

Let the columns of the complex \(n\times k\) matrix \(C\) be \(k\) orbitals expanded in \(n\) orthonormal basis functions, with velocity \(V=\dot C\) and acceleration \(A=\ddot C\). Let \(H\) be the Hermitian Hamiltonian matrix, \(L\) the multiplier matrix and \(\mu\) the fictitious mass, a real parameter that gives the orbital coefficients inertia and is not the electron mass. The equation of motion is

\[
\mu A=-HC+CL .
\]

The constraint \(C^\dagger C=1\) is a Hermitian matrix equation, so its multipliers form a Hermitian matrix, \(L^\dagger=L\). Differentiating the constraint once gives \(V^\dagger C+C^\dagger V=0\), and differentiating again gives

\[
C^\dagger A+A^\dagger C+2V^\dagger V=0 .
\]

Multiply the equation of motion by \(C^\dagger\) from the left and use \(C^\dagger C=1\). This result and its adjoint are

\[
\mu C^\dagger A=-C^\dagger HC+L,\qquad
\mu A^\dagger C=-C^\dagger HC+L^\dagger ,
\]

and their sum is

\[
\mu(C^\dagger A+A^\dagger C)=L+L^\dagger-2C^\dagger HC .
\]

By the acceleration constraint the left side equals \(-2\mu V^\dagger V\). With \(L^\dagger=L\), division by 2 gives

\[
L=C^\dagger HC-\mu V^\dagger V .
\]

Putting this back into the equation of motion eliminates the multiplier:

\[
\mu A=-(1-CC^\dagger)HC-\mu\,CV^\dagger V .
\]

The first term is the force with its component in the orbital space removed. The second is centripetal and keeps the moving orbitals normalised and mutually orthogonal.

In a Car–Parrinello simulation, idealised here to continuous time and a finite orthonormal basis, the trace of \(L\) therefore lies below that of \(C^\dagger HC\) by \(\mu\,\mathrm{tr}(V^\dagger V)\) when \(\mu>0\) and the orbitals move. The eigenvalues of \(L\) are then not the orbital energies obtained from \(C^\dagger HC\).

## The equation of motion and the multiplier in Lean

The finite types `n` and `k` label basis functions and orbitals.

```lean
import Mathlib

open Matrix
open scoped ComplexOrder

namespace CarParrinelloMultiplier

variable {n k : Type*} [Fintype n] [Fintype k]
```

The equation of motion is a proposition relating the matrices at one instant. The mass `μ` is real and is cast to a complex number where it multiplies a matrix. An occupation factor common to all orbitals can be absorbed in `H`, which multiplies the orbital energies by that factor; unequal occupations are not covered.

```lean
/-- The constrained equation of motion `μ A = -H C + C L` for orbitals `C` with
acceleration `A`, fictitious mass `μ` and multiplier matrix `L`. -/
def EquationOfMotion (μ : ℝ) (H : Matrix n n ℂ) (C A : Matrix n k ℂ)
    (L : Matrix k k ℂ) : Prop :=
  (μ : ℂ) • A = -(H * C) + C * L
```

The proposed multiplier is a function of `μ`, `H`, `C` and `V`, with `ᴴ` denoting the adjoint.

```lean
/-- The matrix `Cᴴ H C - μ Vᴴ V`: the Hamiltonian in the space of the orbitals minus
the fictitious mass times the overlap of the orbital velocities. -/
noncomputable def multiplier (μ : ℝ) (H : Matrix n n ℂ) (C V : Matrix n k ℂ) :
    Matrix k k ℂ :=
  Cᴴ * H * C - (μ : ℂ) • (Vᴴ * V)
```

## Differentiating the overlap

Time derivatives are taken entry by entry with `HasDerivAt`. The product rule is proved by writing an overlap entry as a sum over basis functions `i` and differentiating each product, using that conjugation commutes with a real-time derivative.

```lean
omit [Fintype k] in
/-- Product rule for the overlap matrix `Xᴴ Y` of two differentiable sets of orbitals. -/
theorem hasDerivAt_overlap {X Y : ℝ → Matrix n k ℂ} {X' Y' : Matrix n k ℂ} {t : ℝ}
    (hX : ∀ i j, HasDerivAt (fun s => X s i j) (X' i j) t)
    (hY : ∀ i j, HasDerivAt (fun s => Y s i j) (Y' i j) t) (a b : k) :
    HasDerivAt (fun s => ((X s)ᴴ * Y s) a b) ((X'ᴴ * Y t + (X t)ᴴ * Y') a b) t := by
  simp only [Matrix.add_apply, Matrix.mul_apply, Matrix.conjTranspose_apply,
    ← Finset.sum_add_distrib]
  refine HasDerivAt.fun_sum fun i _ => ?_
  have h1 : HasDerivAt (fun s => star (X s i a)) (star (X' i a)) t := (hX i a).star
  exact h1.fun_mul (hY i b)
```

The acceleration constraint follows for every twice-differentiable orthonormal trajectory. In `first`, an overlap entry has the derivative given by the product rule and also derivative zero, because it is constant; uniqueness of derivatives equates the two. The same argument applied to the first derivative gives the second.

```lean
omit [Fintype k] in
/-- Orbitals that stay orthonormal, with velocity `V` and acceleration `A`, satisfy
`Cᴴ A + Aᴴ C + 2 Vᴴ V = 0` at every time. -/
theorem acceleration_constraint [DecidableEq k] {C V A : ℝ → Matrix n k ℂ}
    (hV : ∀ t i j, HasDerivAt (fun s => C s i j) (V t i j) t)
    (hA : ∀ t i j, HasDerivAt (fun s => V s i j) (A t i j) t)
    (hC : ∀ t, (C t)ᴴ * C t = 1) (t : ℝ) :
    (C t)ᴴ * A t + (A t)ᴴ * C t + (2 : ℂ) • ((V t)ᴴ * V t) = 0 := by
  ext a b
  -- the first derivative of the overlap vanishes at all times
  have first : ∀ s, ((V s)ᴴ * C s) a b + ((C s)ᴴ * V s) a b = 0 := by
    intro s
    have h := hasDerivAt_overlap (hV s) (hV s) a b
    simp only [hC] at h
    exact h.unique (hasDerivAt_const s _)
  -- differentiate once more
  have h := (hasDerivAt_overlap (hA t) (hV t) a b).fun_add
    (hasDerivAt_overlap (hV t) (hA t) a b)
  simp only [first] at h
  have e := h.unique (hasDerivAt_const t (0 : ℂ))
  simp only [Matrix.add_apply, Matrix.smul_apply, Matrix.zero_apply, smul_eq_mul] at e ⊢
  linear_combination e
```

## Solving for the multiplier

The next lemma is the projected equation added to its adjoint. `h1` is the projection and `h2` its adjoint, where `hH` is used.

```lean
/-- For orthonormal orbitals and Hermitian `H`, the equation of motion projected on the
orbitals and added to its adjoint reads `μ (Cᴴ A + Aᴴ C) = L + Lᴴ - 2 Cᴴ H C`. -/
theorem projected_balance [DecidableEq k] {μ : ℝ} {H : Matrix n n ℂ}
    {C A : Matrix n k ℂ} {L : Matrix k k ℂ} (hC : Cᴴ * C = 1) (hH : H.IsHermitian)
    (h : EquationOfMotion μ H C A L) :
    (μ : ℂ) • (Cᴴ * A + Aᴴ * C) = L + Lᴴ - (2 : ℂ) • (Cᴴ * H * C) := by
  unfold EquationOfMotion at h
  have h1 : (μ : ℂ) • (Cᴴ * A) = -(Cᴴ * H * C) + L := by
    rw [← Matrix.mul_smul, h, Matrix.mul_add, Matrix.mul_neg, ← Matrix.mul_assoc,
      ← Matrix.mul_assoc, hC, Matrix.one_mul]
  have h2 : (μ : ℂ) • (Aᴴ * C) = -(Cᴴ * H * C) + Lᴴ := by
    have h3 := congrArg Matrix.conjTranspose h1
    simpa [Matrix.conjTranspose_smul, Matrix.conjTranspose_mul, hH.eq,
      Matrix.mul_assoc] using h3
  rw [smul_add, h1, h2]
  module
```

The multiplier formula is now linear algebra: half of `μ` times the constraint, minus half of the projected balance. The theorem needs no sign condition on `μ`, and the only hypothesis on `V` is the acceleration constraint `hA`.

```lean
/-- **Car-Parrinello multiplier.** For orthonormal orbitals obeying the equation of motion
and the acceleration constraint, with `H` and `L` Hermitian, `L = Cᴴ H C - μ Vᴴ V`. -/
theorem multiplier_eq [DecidableEq k] {μ : ℝ} {H : Matrix n n ℂ}
    {C V A : Matrix n k ℂ} {L : Matrix k k ℂ} (hC : Cᴴ * C = 1) (hH : H.IsHermitian)
    (hL : L.IsHermitian) (h : EquationOfMotion μ H C A L)
    (hA : Cᴴ * A + Aᴴ * C + (2 : ℂ) • (Vᴴ * V) = 0) :
    L = multiplier μ H C V := by
  have b := projected_balance hC hH h
  rw [hL.eq] at b
  unfold multiplier
  linear_combination (norm := module) (μ / 2 : ℂ) • hA - (1 / 2 : ℂ) • b
```

If `L` is arbitrary, the constraint determines only its Hermitian part. For `μ ≠ 0` the implication also runs backwards: the balance shows that `μ` times the constraint expression vanishes, and `μ` is divided out.

```lean
/-- For orthonormal orbitals, Hermitian `H`, nonzero mass and any matrix `L` in the equation
of motion, the acceleration constraint holds exactly when the Hermitian part of `L` is
`Cᴴ H C - μ Vᴴ V`. -/
theorem constraint_iff [DecidableEq k] {μ : ℝ} (hμ : μ ≠ 0) {H : Matrix n n ℂ}
    {C V A : Matrix n k ℂ} {L : Matrix k k ℂ} (hC : Cᴴ * C = 1) (hH : H.IsHermitian)
    (h : EquationOfMotion μ H C A L) :
    Cᴴ * A + Aᴴ * C + (2 : ℂ) • (Vᴴ * V) = 0 ↔
      (1 / 2 : ℂ) • (L + Lᴴ) = multiplier μ H C V := by
  have b := projected_balance hC hH h
  have hμ' : (μ : ℂ) ≠ 0 := by exact_mod_cast hμ
  unfold multiplier
  constructor
  · intro hA
    linear_combination (norm := module) (μ / 2 : ℂ) • hA - (1 / 2 : ℂ) • b
  · intro hL
    have hz : (μ : ℂ) • (Cᴴ * A + Aᴴ * C + (2 : ℂ) • (Vᴴ * V)) = 0 := by
      linear_combination (norm := module) b + (2 : ℂ) • hL
    -- the mass can be divided out
    rw [← inv_smul_smul₀ hμ' (Cᴴ * A + Aᴴ * C + (2 : ℂ) • (Vᴴ * V)), hz, smul_zero]
```

Along a trajectory the acceleration constraint is derived, not assumed. `H` may vary with time, so it may be a density-dependent Hamiltonian evaluated along the motion. That such a trajectory exists is a hypothesis, and the constraint forces of a finite-time-step integrator are a separate problem.

```lean
/-- Along a trajectory of orthonormal orbitals obeying the equation of motion, with Hermitian
`H` and `L` that may depend on time, `L = Cᴴ H C - μ Vᴴ V` at every time, `V` being the
orbital velocity. -/
theorem trajectory_multiplier [DecidableEq k] {μ : ℝ} {H : ℝ → Matrix n n ℂ}
    {C V A : ℝ → Matrix n k ℂ} {L : ℝ → Matrix k k ℂ}
    (hV : ∀ t i j, HasDerivAt (fun s => C s i j) (V t i j) t)
    (hA : ∀ t i j, HasDerivAt (fun s => V s i j) (A t i j) t)
    (hC : ∀ t, (C t)ᴴ * C t = 1) (hH : ∀ t, (H t).IsHermitian)
    (hL : ∀ t, (L t).IsHermitian)
    (h : ∀ t, EquationOfMotion μ (H t) (C t) (A t) (L t)) (t : ℝ) :
    L t = multiplier μ (H t) (C t) (V t) :=
  multiplier_eq (hC t) (hH t) (hL t) (h t) (acceleration_constraint hV hA hC t)
```

## Projected force and the static limit

Substituting the multiplier into the equation of motion and expanding the products gives the eliminated form.

```lean
/-- Under the hypotheses of the multiplier formula, `μ A` is the force `-H C` projected out of
the orbital space plus the centripetal term `-μ C Vᴴ V`. -/
theorem eliminated_equation [DecidableEq n] [DecidableEq k] {μ : ℝ} {H : Matrix n n ℂ}
    {C V A : Matrix n k ℂ} {L : Matrix k k ℂ} (hC : Cᴴ * C = 1) (hH : H.IsHermitian)
    (hL : L.IsHermitian) (h : EquationOfMotion μ H C A L)
    (hA : Cᴴ * A + Aᴴ * C + (2 : ℂ) • (Vᴴ * V) = 0) :
    (μ : ℂ) • A = -((1 - C * Cᴴ) * H * C) - (μ : ℂ) • (C * (Vᴴ * V)) := by
  have e := multiplier_eq hC hH hL h hA
  unfold EquationOfMotion at h
  rw [h, e, multiplier, Matrix.mul_sub, Matrix.mul_smul, Matrix.sub_mul, Matrix.sub_mul,
    Matrix.one_mul]
  simp only [Matrix.mul_assoc]
  abel
```

For nonzero mass, the static matrix is correct only at instants when all orbital velocities vanish, whether or not the nuclei move. Equality of `L` and `Cᴴ * H * C` forces \(V^\dagger V=0\). Its diagonal entries are the squared norms of the columns of \(V\), so \(V=0\); in Lean this last step is `Matrix.conjTranspose_mul_self_eq_zero`.

```lean
/-- Under the hypotheses of the multiplier formula and for nonzero mass, `L` equals the static
matrix `Cᴴ H C` exactly when all orbital velocities vanish. -/
theorem static_iff [DecidableEq k] {μ : ℝ} (hμ : μ ≠ 0) {H : Matrix n n ℂ}
    {C V A : Matrix n k ℂ} {L : Matrix k k ℂ} (hC : Cᴴ * C = 1) (hH : H.IsHermitian)
    (hL : L.IsHermitian) (h : EquationOfMotion μ H C A L)
    (hA : Cᴴ * A + Aᴴ * C + (2 : ℂ) • (Vᴴ * V) = 0) :
    L = Cᴴ * H * C ↔ V = 0 := by
  have hμ' : (μ : ℂ) ≠ 0 := by exact_mod_cast hμ
  rw [multiplier_eq hC hH hL h hA, multiplier]
  constructor
  · intro e
    have hz : (μ : ℂ) • (Vᴴ * V) = 0 := sub_eq_self.mp e
    apply Matrix.conjTranspose_mul_self_eq_zero.mp
    rw [← inv_smul_smul₀ hμ' (Vᴴ * V), hz, smul_zero]
  · intro hV
    simp [hV]
```

## One orbital in two dimensions

Take \(\mu=2\) and

\[
C=\begin{pmatrix}1\\0\end{pmatrix},\quad
V=\begin{pmatrix}0\\1\end{pmatrix},\quad
A=\begin{pmatrix}-1\\-1\end{pmatrix},\quad
H=\begin{pmatrix}5&2\\2&7\end{pmatrix}.
\]

Here \(C^\dagger HC=5\) and \(V^\dagger V=1\), so the formula gives \(L=5-2=3\). The theorem confirms, entry by entry, that these matrices with `L` equal to 3 satisfy orthonormality, both differentiated constraints, Hermiticity and the equation of motion. The hypotheses of the multiplier formula are thus met by an orbital that is actually moving.

```lean
/-- One moving orbital in a two-dimensional space, with mass 2, that meets orthonormality, its
first and second time derivatives, and the equation of motion with Hermitian `H` and `L`. -/
theorem multiplier_witness :
    let C : Matrix (Fin 2) (Fin 1) ℂ := !![1; 0]
    let V : Matrix (Fin 2) (Fin 1) ℂ := !![0; 1]
    let A : Matrix (Fin 2) (Fin 1) ℂ := !![-1; -1]
    let H : Matrix (Fin 2) (Fin 2) ℂ := !![5, 2; 2, 7]
    let L : Matrix (Fin 1) (Fin 1) ℂ := !![3]
    Cᴴ * C = 1 ∧ Cᴴ * V + Vᴴ * C = 0 ∧ Cᴴ * A + Aᴴ * C + (2 : ℂ) • (Vᴴ * V) = 0 ∧
      Hᴴ = H ∧ Lᴴ = L ∧ EquationOfMotion 2 H C A L := by
  intro C V A H L
  unfold EquationOfMotion
  refine ⟨?_, ?_, ?_, ?_, ?_, ?_⟩ <;> ext i j <;> fin_cases i <;> fin_cases j <;>
    norm_num [C, V, A, H, L, Matrix.mul_apply, Fin.sum_univ_succ,
      Matrix.conjTranspose_apply]

end CarParrinelloMultiplier
```

```lean
#print axioms CarParrinelloMultiplier.multiplier_eq
#print axioms CarParrinelloMultiplier.trajectory_multiplier
#print axioms CarParrinelloMultiplier.eliminated_equation
#print axioms CarParrinelloMultiplier.static_iff
```

```
'CarParrinelloMultiplier.multiplier_eq' depends on axioms: [propext, Classical.choice, Quot.sound]
'CarParrinelloMultiplier.trajectory_multiplier' depends on axioms: [propext, Classical.choice, Quot.sound]
'CarParrinelloMultiplier.eliminated_equation' depends on axioms: [propext, Classical.choice, Quot.sound]
'CarParrinelloMultiplier.static_iff' depends on axioms: [propext, Classical.choice, Quot.sound]
```
